# Under the diffusivity $D(1-R/r)$, the steady contact rate depends on the cutoff gap and vanishes as the gap closes

Q: Two colloidal spheres diffuse towards each other in a viscous liquid and stick when they touch. Just before contact, the liquid between them has to be squeezed out, and their relative motion slows down. At what rate do they meet? I have seen finite answers that rest on a small cutoff gap, and I doubt that the gap is harmless.

A: It isn't harmless in the following model. Let $r$ be the centre-to-centre distance, $R$ its value at contact, and $D$ the relative diffusivity far apart. Take the diffusivity at distance $r$ to be $D(1-R/r)$. This postulated form stands for lubrication: near contact it vanishes in proportion to the gap $r-R$. Let $c(r)$ be the concentration relative to its bulk value, and absorb at $r=R+e$, where $e>0$ is the cutoff gap.

Q: Then derive the rate.

A: The total inward flux through a sphere of radius $r$ is

$$J=4\pi r^2D\left(1-\frac Rr\right)c'(r)=4\pi D\,r(r-R)\,c'(r).$$

In a steady state $J$ doesn't depend on $r$. Since

$$\frac{d}{dr}\ln\left(1-\frac Rr\right)=\frac{R}{r(r-R)},$$

integration gives $c(r)=C+K\ln(1-R/r)$ with $K=J/(4\pi DR)$. The logarithm vanishes at infinity, so $c\to1$ fixes $C=1$. At the cutoff,

$$1-\frac{R}{R+e}=\frac{e}{R+e}=\frac{1}{1+R/e},$$

so $c(R+e)=0$ reads $1-K\ln(1+R/e)=0$. Hence

$$c(r)=1+\frac{\ln(1-R/r)}{\ln(1+R/e)},\qquad J=\frac{4\pi DR}{\ln(1+R/e)}.$$

As $e\to0^+$, the logarithm in the denominator diverges and $J\to0$. Setting $J=k$ for a given $k>0$ and solving for the gap gives $e=R/(e^{4\pi DR/k}-1)$, where the $e$ with the exponent is Euler's number.

Q: Why not absorb at $r=R$ and avoid the gap altogether?

A: Because no steady profile then exists. The form $1+K\ln(1-R/r)$ still holds for $r>R$. If $K=0$, then $c=1$ right up to contact and can't join continuously to $c(R)=0$. If $K\neq0$, then $e^{(c-1)/K}=1-R/r$; as $r\to R^+$ the left side tends to $e^{-1/K}>0$ and the right side to $0$.

Q: Now the formal version. Which diffusivity and which flux does it use?

A: The same ones, for real numbers.

```lean
import Mathlib

open Filter Topology Set
open scoped Real

namespace LubricationContactRate

noncomputable section

/-- Relative diffusivity `D (1 - R/r)` at separation `r ≥ R > 0`, reduced by lubrication near
contact at `r = R`. -/
def diffusivity (D R r : ℝ) : ℝ := D * (1 - R / r)

/-- Total inward diffusive flux of the concentration `c` through the sphere of radius `r > 0`, if
`c` is differentiable at `r`. -/
def inwardFlux (D R : ℝ) (c : ℝ → ℝ) (r : ℝ) : ℝ :=
  4 * π * r ^ 2 * diffusivity D R r * deriv c r
```

`inwardFlux` is the current through the whole sphere, not a flux density. It is positive inwards, because Fick's law sends particles down the gradient. With bulk concentration 1 it is a rate constant; multiply by the actual bulk number density to get encounters per unit time around one sphere.

Q: And what counts as a steady profile? I'd object if the logarithm were slipped in there.

A: It isn't. The letter `a` below is the absorbing radius, not a particle radius.

```lean
/-- A steady concentration profile outside an absorbing sphere of radius `a`, with unit
concentration far away. -/
structure IsSteadyProfile (D R a : ℝ) (c : ℝ → ℝ) : Prop where
  cont : ContinuousOn c (Ici a)
  diff : ∀ r, a < r → DifferentiableAt ℝ c r
  steady : ∀ r, a < r → HasDerivAt (inwardFlux D R c) 0 r
  absorbing : c a = 0
  bulk : Tendsto c atTop (𝓝 1)
```

The five fields say that $c$ is continuous from `a` outwards, differentiable beyond `a`, has a flux with zero derivative there, vanishes at `a`, and tends to 1. Continuity ties the boundary value to the profile outside. Differentiability is needed because Lean's `deriv` returns 0 where no derivative exists, so a jagged curve could otherwise pass as flux-free.

Q: But the rate itself is written down as a definition.

```lean
/-- The contact rate `4 π D R / ln (1 + R/e)` for a cutoff gap `e > 0` and `R > 0`. -/
def contactRate (D R e : ℝ) : ℝ := 4 * π * D * R / Real.log (1 + R / e)
```

A: That only names the formula. The theorem `inwardFlux_eq_contactRate` below shows that it equals the flux of every steady profile. First come the slope of the logarithm and the flux of a logarithmic profile.

```lean
/-- For `r > R > 0`, the function `ln (1 - R/r)` has slope `R / (r (r - R))`. -/
theorem hasDerivAt_log_gap {R r : ℝ} (hR : 0 < R) (hr : R < r) :
    HasDerivAt (fun x => Real.log (1 - R / x)) (R / (r * (r - R))) r := by
  have h0 : r ≠ 0 := (hR.trans hr).ne'
  have h1 : r - R ≠ 0 := (sub_pos.2 hr).ne'
  have e1 : 1 - R / r = (r - R) / r := by rw [sub_div, div_self h0]
  have h2 : HasDerivAt (fun x : ℝ => 1 - R / x) (R / r ^ 2) r := by
    have h := ((hasDerivAt_inv h0).const_mul R).const_sub 1
    simpa [div_eq_mul_inv] using h
  have hne : 1 - R / r ≠ 0 := by rw [e1]; exact div_ne_zero h1 h0
  refine (h2.log hne).congr_deriv ?_
  rw [e1]
  field_simp

/-- Outside a radius `a ≥ R > 0`, a profile `1 + K ln (1 - R/r)` is differentiable and carries
the same inward flux `4 π D R K` through every sphere. -/
theorem flux_of_log_profile {D R a K : ℝ} {c : ℝ → ℝ} (hR : 0 < R) (ha : R ≤ a)
    (hc : ∀ r, a < r → c r = 1 + K * Real.log (1 - R / r)) {r : ℝ} (hr : a < r) :
    DifferentiableAt ℝ c r ∧ inwardFlux D R c r = 4 * π * D * R * K := by
  have hRr : R < r := ha.trans_lt hr
  have h0 : r ≠ 0 := (hR.trans hRr).ne'
  have h1 : r - R ≠ 0 := (sub_pos.2 hRr).ne'
  have hd : HasDerivAt c (K * (R / (r * (r - R)))) r := by
    refine (((hasDerivAt_log_gap hR hRr).const_mul K).const_add 1).congr_of_eventuallyEq ?_
    filter_upwards [Ioi_mem_nhds hr] with x hx using hc x hx
  refine ⟨hd.differentiableAt, ?_⟩
  have e1 : 1 - R / r = (r - R) / r := by rw [sub_div, div_self h0]
  rw [inwardFlux, diffusivity, hd.deriv, e1]
  field_simp
```

The first proof is the chain rule, with `field_simp` clearing the fractions. The second puts that slope into the flux, where $r(r-R)$ cancels and $4\pi DRK$ remains.

Q: That shows that logarithms work. Could something else work too?

A: The next theorem excludes it for any absorbing radius $a\ge R$, true contact included.

```lean
/-- For `D, R > 0` and an absorbing radius `a ≥ R`, every steady profile has the form
`1 + K ln (1 - R/r)` outside that radius. -/
theorem log_profile_of_steady {D R a : ℝ} {c : ℝ → ℝ} (hD : 0 < D) (hR : 0 < R) (ha : R ≤ a)
    (h : IsSteadyProfile D R a c) :
    ∃ K : ℝ, ∀ r, a < r → c r = 1 + K * Real.log (1 - R / r) := by
  have flat : ∀ f : ℝ → ℝ, (∀ r, a < r → HasDerivAt f 0 r) →
      ∀ r, a < r → f r = f (a + 1) := by
    intro f hf r hr
    exact isOpen_Ioi.is_const_of_deriv_eq_zero (convex_Ioi a).isPreconnected
      (fun x hx => (hf x hx).differentiableAt.differentiableWithinAt)
      (fun x hx => (hf x hx).deriv) hr (lt_add_one a)
  -- the flux is conserved, and its value fixes the amplitude of the logarithm
  have hJ := flat _ h.steady
  obtain ⟨K, hK⟩ : ∃ K, K = inwardFlux D R c (a + 1) / (4 * π * D * R) := ⟨_, rfl⟩
  have hf := flat (fun r => c r - K * Real.log (1 - R / r)) (by
    intro r hr
    have hRr : R < r := ha.trans_lt hr
    have h0 : r ≠ 0 := (hR.trans hRr).ne'
    have h1 : r - R ≠ 0 := (sub_pos.2 hRr).ne'
    have e1 : 1 - R / r = (r - R) / r := by rw [sub_div, div_self h0]
    refine ((h.diff r hr).hasDerivAt.fun_sub
      ((hasDerivAt_log_gap hR hRr).const_mul K)).congr_deriv ?_
    rw [hK, ← hJ r hr, inwardFlux, diffusivity, e1, sub_eq_zero]
    field_simp)
  -- the remaining constant is the bulk concentration
  have hlog : Tendsto (fun r : ℝ => Real.log (1 - R / r)) atTop (𝓝 0) := by
    have h1 : Tendsto (fun r : ℝ => R / r) atTop (𝓝 0) :=
      tendsto_const_nhds.div_atTop tendsto_id
    have h2 : Tendsto (fun r : ℝ => 1 - R / r) atTop (𝓝 1) := by
      simpa using (tendsto_const_nhds (x := (1 : ℝ))).sub h1
    simpa using h2.log one_ne_zero
  have hlim : Tendsto (fun r => c r - K * Real.log (1 - R / r)) atTop (𝓝 1) := by
    simpa using h.bulk.sub (hlog.const_mul K)
  have hone := tendsto_nhds_unique (hlim.congr' (by
    filter_upwards [eventually_gt_atTop a] with r hr using hf r hr)) tendsto_const_nhds
  refine ⟨K, fun r hr => ?_⟩
  have h3 : c r - K * Real.log (1 - R / r) =
      c (a + 1) - K * Real.log (1 - R / (a + 1)) := hf r hr
  have h4 : 1 = c (a + 1) - K * Real.log (1 - R / (a + 1)) := hone
  linarith
```

The helper `flat` says that a function with zero derivative on the whole ray $r>a$ is constant there. Applied to the flux, it gives conservation, and $K$ is the flux at the reference point $a+1$ divided by $4\pi DR$. Applied to $c-K\ln(1-R/r)$, it leaves a constant, and uniqueness of limits at infinity makes that constant 1.

Q: And the cutoff then fixes $K$?

A: Yes. For $D,R,e>0$, a function is a steady profile absorbed at $R+e$ exactly when it equals the formula for all $r\ge R+e$. Its values at smaller $r$ are free.

```lean
/-- For `D, R, e > 0`, a concentration is a steady profile with absorption at `R + e` exactly
when it equals `1 + ln (1 - R/r) / ln (1 + R/e)` for all `r ≥ R + e`. -/
theorem steadyProfile_iff {D R e : ℝ} {c : ℝ → ℝ} (hD : 0 < D) (hR : 0 < R) (he : 0 < e) :
    IsSteadyProfile D R (R + e) c ↔
      ∀ r, R + e ≤ r → c r = 1 + Real.log (1 - R / r) / Real.log (1 + R / e) := by
  have ha : R < R + e := lt_add_of_pos_right R he
  have hL : 0 < Real.log (1 + R / e) := Real.log_pos (by linarith [div_pos hR he])
  have hcut : Real.log (1 - R / (R + e)) = -Real.log (1 + R / e) := by
    have hs : R + e ≠ 0 := (add_pos hR he).ne'
    have e1 : 1 + R / e = (R + e) / e := by rw [add_div, div_self he.ne']; ring
    have e2 : 1 - R / (R + e) = e / (R + e) := by
      rw [eq_div_iff hs, sub_mul, div_mul_cancel₀ _ hs]; ring
    rw [← Real.log_inv, e1, e2, inv_div]
  constructor
  · intro h
    obtain ⟨K, hK⟩ := log_profile_of_steady hD hR ha.le h
    -- continuity carries the logarithmic form to the absorbing sphere
    have h1 : Tendsto c (𝓝[>] (R + e)) (𝓝 (c (R + e))) :=
      (h.cont (R + e) self_mem_Ici).mono Ioi_subset_Ici_self
    have h2 : Tendsto (fun r => 1 + K * Real.log (1 - R / r)) (𝓝[>] (R + e))
        (𝓝 (1 + K * Real.log (1 - R / (R + e)))) :=
      (((hasDerivAt_log_gap hR ha).const_mul K).const_add 1).continuousAt.tendsto.mono_left
        nhdsWithin_le_nhds
    have h3 := tendsto_nhds_unique (h1.congr' (by
      filter_upwards [self_mem_nhdsWithin] with r hr using hK r hr)) h2
    rw [h.absorbing, hcut] at h3
    have hK1 : K = 1 / Real.log (1 + R / e) := by
      rw [eq_div_iff hL.ne']; linarith
    intro r hr
    rcases hr.eq_or_lt with rfl | hr
    · rw [h.absorbing, hcut, neg_div, div_self hL.ne']; ring
    · rw [hK r hr, hK1]; ring
  · intro h
    have hK : ∀ r, R + e < r →
        c r = 1 + (1 / Real.log (1 + R / e)) * Real.log (1 - R / r) := by
      intro r hr
      rw [h r hr.le]; ring
    refine ⟨?_, fun r hr => (flux_of_log_profile (D := D) hR ha.le hK hr).1, ?_, ?_, ?_⟩
    · refine ContinuousOn.congr (fun r hr => ?_) h
      exact (((hasDerivAt_log_gap hR (ha.trans_le hr)).div_const _).const_add
        1).continuousAt.continuousWithinAt
    · intro r hr
      refine (hasDerivAt_const r
        (4 * π * D * R * (1 / Real.log (1 + R / e)))).congr_of_eventuallyEq ?_
      filter_upwards [Ioi_mem_nhds hr] with x hx
      exact (flux_of_log_profile hR ha.le hK hx).2
    · rw [h _ le_rfl, hcut, neg_div, div_self hL.ne']; ring
    · have h1 : Tendsto (fun r : ℝ => R / r) atTop (𝓝 0) :=
        tendsto_const_nhds.div_atTop tendsto_id
      have h2 : Tendsto (fun r : ℝ => 1 - R / r) atTop (𝓝 1) := by
        simpa using (tendsto_const_nhds (x := (1 : ℝ))).sub h1
      have h3 : Tendsto (fun r : ℝ => 1 + Real.log (1 - R / r) / Real.log (1 + R / e))
          atTop (𝓝 1) := by
        simpa using ((h2.log one_ne_zero).div_const (Real.log (1 + R / e))).const_add 1
      refine h3.congr' ?_
      filter_upwards [eventually_ge_atTop (R + e)] with r hr using (h r hr).symm
```

The identity `hcut` is the evaluation of the logarithm at the cutoff. In the forward direction, the limits of $c$ and of the logarithmic form from outside must agree at $R+e$, which gives $K=1/\ln(1+R/e)$. The reverse direction checks the five fields, so a profile does exist. The flux follows by inserting this $K$:

```lean
/-- For `D, R, e > 0`, a steady profile absorbed at `R + e` has inward flux
`4 π D R / ln (1 + R/e)` through every sphere of radius `r > R + e`. -/
theorem inwardFlux_eq_contactRate {D R e : ℝ} {c : ℝ → ℝ} (hD : 0 < D) (hR : 0 < R)
    (he : 0 < e) (h : IsSteadyProfile D R (R + e) c) {r : ℝ} (hr : R + e < r) :
    inwardFlux D R c r = contactRate D R e := by
  have hc := (steadyProfile_iff hD hR he).1 h
  have hK : ∀ x, R + e < x →
      c x = 1 + (1 / Real.log (1 + R / e)) * Real.log (1 - R / x) := by
    intro x hx
    rw [hc x hx.le]; ring
  rw [(flux_of_log_profile hR (by linarith) hK hr).2, contactRate]
  ring
```

Q: So the sensitivity to the gap is a statement about this formula?

A: Yes, in two parts. The rate tends to zero as $e\to0^+$, and each positive rate $k$ belongs to exactly one positive gap.

```lean
/-- For `R > 0`, the contact rate tends to zero as the cutoff gap shrinks to zero. -/
theorem contactRate_tendsto_zero (D : ℝ) {R : ℝ} (hR : 0 < R) :
    Tendsto (contactRate D R) (𝓝[>] 0) (𝓝 0) := by
  have h1 : Tendsto (fun e : ℝ => 1 + R / e) (𝓝[>] 0) atTop := by
    simpa only [div_eq_mul_inv] using
      tendsto_atTop_add_const_left _ (1 : ℝ) (tendsto_inv_nhdsGT_zero.const_mul_atTop hR)
  exact tendsto_const_nhds.div_atTop (Real.tendsto_log_atTop.comp h1)

/-- For `D, R > 0`, any prescribed rate `k > 0` is obtained from exactly one positive cutoff
gap, `e = R / (exp (4 π D R / k) - 1)`. -/
theorem cutoff_for_rate {D R k : ℝ} (hD : 0 < D) (hR : 0 < R) (hk : 0 < k) :
    0 < R / (Real.exp (4 * π * D * R / k) - 1) ∧
      ∀ e, 0 < e →
        (contactRate D R e = k ↔ e = R / (Real.exp (4 * π * D * R / k) - 1)) := by
  have hA : 0 < 4 * π * D * R := by positivity
  have hE : 0 < Real.exp (4 * π * D * R / k) - 1 :=
    sub_pos.2 (Real.one_lt_exp_iff.2 (div_pos hA hk))
  refine ⟨div_pos hR hE, fun e he => ⟨fun h => ?_, fun h => ?_⟩⟩
  · have hq : 0 < R / e := div_pos hR he
    have hL : 0 < Real.log (1 + R / e) := Real.log_pos (by linarith)
    rw [contactRate, div_eq_iff hL.ne'] at h
    have h2 : 4 * π * D * R / k = Real.log (1 + R / e) := by
      rw [div_eq_iff hk.ne', h]; ring
    rw [h2, Real.exp_log (by linarith), add_sub_cancel_left, div_div_cancel₀ hR.ne']
  · rw [contactRate, h, div_div_cancel₀ hR.ne', add_sub_cancel, Real.log_exp,
      div_div_cancel₀ hA.ne']
```

The first proof composes $R/e\to\infty$ with the divergence of the logarithm. The second undoes the logarithm with the exponential, in both directions. With $e$ left free, any single positive rate can therefore be matched, so the match alone doesn't support the model; the fitted gap must also be physically plausible. In a Brownian simulation of an isotropic pair without forces and with this diffusivity, the steady rate likewise depends on the contact distance chosen.

Q: The decay is slow, though.

A: Very. Going from $e/R=10^{-3}$ to $10^{-6}$ only halves the rate, roughly. In the opposite limit, $e/R\to\infty$, the ratio of the formula to $4\pi D(R+e)$, the Smoluchowski rate for constant diffusivity, tends to 1: the relative effect of lubrication disappears.

Q: And the missing profile at true contact?

A: It is the last theorem, and its proof splits into $K=0$ and $K\ne0$ as above.

```lean
/-- For `D, R > 0`, no steady profile exists with absorption at true contact `r = R`. -/
theorem no_profile_at_contact {D R : ℝ} (hD : 0 < D) (hR : 0 < R) (c : ℝ → ℝ) :
    ¬ IsSteadyProfile D R R c := by
  intro h
  obtain ⟨K, hK⟩ := log_profile_of_steady hD hR le_rfl h
  have h1 : Tendsto c (𝓝[>] R) (𝓝 0) := by
    have h2 : Tendsto c (𝓝[>] R) (𝓝 (c R)) :=
      (h.cont R self_mem_Ici).mono Ioi_subset_Ici_self
    rwa [h.absorbing] at h2
  by_cases hK0 : K = 0
  · -- without flux the profile is constant and cannot vanish at contact
    have h2 : Tendsto (fun _ : ℝ => (1 : ℝ)) (𝓝[>] R) (𝓝 0) := h1.congr' (by
      filter_upwards [self_mem_nhdsWithin] with r hr
      rw [hK r hr, hK0]; ring)
    exact one_ne_zero (tendsto_nhds_unique tendsto_const_nhds h2)
  · -- with flux the logarithm would need a finite limit at contact
    have h2 : Tendsto (fun r => Real.exp ((c r - 1) / K)) (𝓝[>] R)
        (𝓝 (Real.exp ((0 - 1) / K))) :=
      (Real.continuous_exp.tendsto _).comp ((h1.sub_const 1).div_const K)
    have h3 : Tendsto (fun r : ℝ => 1 - R / r) (𝓝[>] R) (𝓝 (1 - R / R)) :=
      ((continuousAt_const.sub (continuousAt_const.div continuousAt_id hR.ne')).tendsto).mono_left
        nhdsWithin_le_nhds
    have h4 := tendsto_nhds_unique (h2.congr' (by
      filter_upwards [self_mem_nhdsWithin] with r hr
      have hr' : R < r := hr
      have hp : 0 < 1 - R / r := sub_pos.2 ((div_lt_one (hR.trans hr')).2 hr')
      rw [hK r hr, add_sub_cancel_left, mul_div_cancel_left₀ _ hK0, Real.exp_log hp])) h3
    rw [div_self hR.ne', sub_self] at h4
    exact (Real.exp_pos _).ne' h4

end

end LubricationContactRate
```

```lean
#print axioms LubricationContactRate.inwardFlux_eq_contactRate
-- 'LubricationContactRate.inwardFlux_eq_contactRate' depends on axioms: [propext, Classical.choice, Quot.sound]
#print axioms LubricationContactRate.contactRate_tendsto_zero
-- 'LubricationContactRate.contactRate_tendsto_zero' depends on axioms: [propext, Classical.choice, Quot.sound]
#print axioms LubricationContactRate.cutoff_for_rate
-- 'LubricationContactRate.cutoff_for_rate' depends on axioms: [propext, Classical.choice, Quot.sound]
#print axioms LubricationContactRate.no_profile_at_contact
-- 'LubricationContactRate.no_profile_at_contact' depends on axioms: [propext, Classical.choice, Quot.sound]
```

Q: Perfect absorption is an idealisation. Would a finite reaction rate rescue the limit?

A: One could have modelled the boundary that way, replacing $c(R+e)=0$ by $J=\kappa\,c(R+e)$, with $\kappa>0$ the intrinsic rate constant. The same integration then suggests

$$\frac1J=\frac1\kappa+\frac{\ln(1+R/e)}{4\pi DR},$$

which for fixed $\kappa$ still sends $J$ to zero. That variant would need a formal proof of its own.

Q: Yet real particles do aggregate.

A: That is the step from the model to the laboratory which the hypotheses leave open: what sets $e$, or removes the need for it. Short-range attraction, surface roughness or the breakdown of continuum hydrodynamics can all matter at small gaps, and none of them appears in $D(1-R/r)$. The theorems tell you how the rate depends on the gap, and any value used for the gap has to come from that further physics.
